# The two-particle density matrix of a charge eigenstate is block diagonal in the pair charge

A program that diagonalises the two-particle density matrix of an $S_z$ eigenstate, or constrains it to be positive semidefinite in a variational calculation, can work on one block at a time once the orbital pairs have been sorted by their total $S_z$. With $M$ spatial orbitals there are $4M^2$ ordered pairs of spin orbitals, and they fall into blocks of size $M^2$, $2M^2$ and $M^2$ for total $S_z$ equal to $1$, $0$ and $-1$ in units of $\hbar$. The blocks can be treated separately because the elements between different blocks vanish. This is derived below for finitely many fermionic modes and a pure state that is an eigenvector of $S_z$, or of any other charge that is a sum over occupied modes.

The modes are labelled by a finite type `ι` and the basis states of the many-particle space by a finite type `n`. Operators are complex square matrices, and the adjoint is the conjugate transpose, written `ᴴ` in Lean.

```lean
import Mathlib

open Matrix
open scoped ComplexOrder

namespace PairDensityChargeBlocks

noncomputable section

variable {ι n : Type*} [Fintype ι] [DecidableEq ι] [Fintype n] [DecidableEq n]
```

## Modes, charge and density matrix

The annihilation matrices $a_i$ obey the canonical anticommutation relations

$$a_i a_j + a_j a_i = 0,\qquad a_i a_j^\dagger + a_j^\dagger a_i = \delta_{ij}.$$

The relations between two creation matrices follow by taking adjoints. Nothing else is required of the matrices: no vacuum is singled out, and the space may be larger than the Fock space of the modes.

```lean
/-- The canonical anticommutation relations for a family of annihilation matrices `a i`,
with the conjugate transpose as creation operator. -/
structure IsCAR (a : ι → Matrix n n ℂ) : Prop where
  anti : ∀ i j, a i * a j + a j * a i = 0
  mixed : ∀ i j, a i * (a j)ᴴ + (a j)ᴴ * a i = if i = j then (1 : Matrix n n ℂ) else 0
```

Each mode $i$ carries a real charge $q_i$, and the total charge is

$$Q=\sum_i q_i\, a_i^\dagger a_i .$$

With $q_i=\pm\tfrac12$ this is $S_z$ in units of $\hbar$; with the orbital quantum numbers $m_i$ of an atom or a linear molecule it is $L_z$. With all $q_i=1$ it is the particle number, which gives every pair the same charge and hence no division into blocks.

```lean
/-- The charge operator `∑ i, q i a_i† a_i`, in which mode `i` carries the real charge `q i`. -/
def charge (q : ι → ℝ) (a : ι → Matrix n n ℂ) : Matrix n n ℂ :=
  ∑ i, (q i : ℂ) • ((a i)ᴴ * a i)
```

For a vector $\psi$ the density matrix is

$$D_{ij,kl}=\langle\psi,\,a_i^\dagger a_j^\dagger a_l a_k\,\psi\rangle .$$

Its rows and columns are ordered pairs of modes, and the annihilators stand in the reverse order of the column label. There is no prefactor, so a normalised $N$-particle state gives the trace $N(N-1)$. In `twoRDM` the row is `p` $=(i,j)$ and the column is `r` $=(k,l)$. The vector need not be normalised; for nonzero $\psi$ the normalised element is $D_{ij,kl}/\langle\psi,\psi\rangle$, which vanishes exactly when $D_{ij,kl}$ does.

```lean
/-- The two-particle density matrix `D (i,j) (k,l) = ⟨ψ, a_i† a_j† a_l a_k ψ⟩`. -/
def twoRDM (a : ι → Matrix n n ℂ) (ψ : n → ℂ) : Matrix (ι × ι) (ι × ι) ℂ :=
  Matrix.of fun p r => star ψ ⬝ᵥ ((a p.1)ᴴ * (a p.2)ᴴ * a r.2 * a r.1) *ᵥ ψ
```

## How creation and annihilation shift the charge

Since $(a_i^\dagger a_i)^\dagger=a_i^\dagger a_i$ and the $q_i$ are real, $Q^\dagger=Q$. The simplifier carries the adjoint through the sum and the products.

```lean
omit [DecidableEq ι] [DecidableEq n] in
/-- The charge operator is Hermitian. -/
theorem charge_hermitian (q : ι → ℝ) (a : ι → Matrix n n ℂ) :
    (charge q a)ᴴ = charge q a := by
  simp [charge, conjTranspose_sum, conjTranspose_smul, conjTranspose_mul]
```

For a single occupation number, adding and subtracting $a_i^\dagger a_k a_i$ gives

$$a_i^\dagger a_i a_k-a_k a_i^\dagger a_i
= a_i^\dagger(a_i a_k+a_k a_i)-(a_k a_i^\dagger+a_i^\dagger a_k)a_i
=-\delta_{ki}\,a_i .$$

Multiplying by $q_i$ and summing over $i$ leaves only $i=k$:

$$[Q,a_k]=-q_k a_k .$$

In the proof, `term` is the first display. There `noncomm_ring` checks the regrouping, and the two anticommutation relations then evaluate the brackets. `Finset.sum_eq_single k` picks out the surviving mode.

```lean
/-- Under the anticommutation relations, annihilation in mode `k` lowers the charge by `q k`:
`[Q, a_k] = -q_k a_k`. -/
theorem charge_comm_annihilate {a : ι → Matrix n n ℂ} (h : IsCAR a) (q : ι → ℝ) (k : ι) :
    charge q a * a k - a k * charge q a = -((q k : ℂ) • a k) := by
  -- the commutator with a single occupation number
  have term : ∀ i, (a i)ᴴ * a i * a k - a k * ((a i)ᴴ * a i)
      = -((if k = i then (1 : Matrix n n ℂ) else 0) * a i) := by
    intro i
    calc (a i)ᴴ * a i * a k - a k * ((a i)ᴴ * a i)
        = (a i)ᴴ * (a i * a k + a k * a i)
          - (a k * (a i)ᴴ + (a i)ᴴ * a k) * a i := by noncomm_ring
      _ = _ := by rw [h.anti, h.mixed, mul_zero, zero_sub]
  unfold charge
  rw [Finset.sum_mul, Finset.mul_sum, ← Finset.sum_sub_distrib]
  simp only [smul_mul_assoc, mul_smul_comm, ← smul_sub, term]
  -- only mode `k` contributes
  rw [Finset.sum_eq_single k]
  · simp
  · intro i _ hik
    simp [Ne.symm hik]
  · simp
```

The adjoint of this relation is $a_k^\dagger Q-Qa_k^\dagger=-q_k a_k^\dagger$, because $Q$ is Hermitian and $q_k$ is real. A change of sign gives

$$[Q,a_k^\dagger]=q_k a_k^\dagger .$$

```lean
/-- Under the anticommutation relations, creation in mode `k` raises the charge by `q k`:
`[Q, a_k†] = q_k a_k†`. -/
theorem charge_comm_create {a : ι → Matrix n n ℂ} (h : IsCAR a) (q : ι → ℝ) (k : ι) :
    charge q a * (a k)ᴴ - (a k)ᴴ * charge q a = (q k : ℂ) • (a k)ᴴ := by
  -- the adjoint of the previous relation
  have e := congrArg conjTranspose (charge_comm_annihilate h q k)
  simp only [conjTranspose_sub, conjTranspose_mul, charge_hermitian, conjTranspose_neg,
    conjTranspose_smul, Complex.star_def, Complex.conj_ofReal] at e
  rw [← neg_sub, e, neg_neg]
```

Let $X=a_i^\dagger a_j^\dagger a_l a_k$. The Leibniz rule moves the commutator through the four factors:

$$\begin{aligned}
[Q,X]={}&[Q,a_i^\dagger]a_j^\dagger a_l a_k+a_i^\dagger[Q,a_j^\dagger]a_l a_k\\
&+a_i^\dagger a_j^\dagger[Q,a_l]a_k+a_i^\dagger a_j^\dagger a_l[Q,a_k]\\
={}&(q_i+q_j-q_l-q_k)\,X .
\end{aligned}$$

The `calc` block has the same two stages. The first is the Leibniz expansion; the second inserts the four commutators, and `module` collects their coefficients.

```lean
/-- Under the anticommutation relations, the string `a_i† a_j† a_l a_k` shifts the charge by
`q_i + q_j - (q_k + q_l)`. -/
theorem charge_comm_pair {a : ι → Matrix n n ℂ} (h : IsCAR a) (q : ι → ℝ) (i j k l : ι) :
    charge q a * ((a i)ᴴ * (a j)ᴴ * a l * a k) - ((a i)ᴴ * (a j)ᴴ * a l * a k) * charge q a
      = ((q i : ℂ) + q j - (q k + q l)) • ((a i)ᴴ * (a j)ᴴ * a l * a k) := by
  -- Leibniz rule for the commutator
  calc _ = (charge q a * (a i)ᴴ - (a i)ᴴ * charge q a) * (a j)ᴴ * a l * a k
        + (a i)ᴴ * (charge q a * (a j)ᴴ - (a j)ᴴ * charge q a) * a l * a k
        + (a i)ᴴ * (a j)ᴴ * (charge q a * a l - a l * charge q a) * a k
        + (a i)ᴴ * (a j)ᴴ * a l * (charge q a * a k - a k * charge q a) := by noncomm_ring
    _ = _ := by
      rw [charge_comm_create h q i, charge_comm_create h q j,
        charge_comm_annihilate h q l, charge_comm_annihilate h q k]
      simp only [smul_mul_assoc, mul_smul_comm, neg_mul, mul_neg]
      module
```

## An operator that shifts the charge has zero expectation value in a charge eigenstate

Now let $Q$ be any Hermitian matrix with $Q\psi=c\psi$, and let $[Q,X]=wX$ with $w\neq0$. If $\psi=0$ the expectation value of $X$ is zero at once. Otherwise, the adjoint of the eigenvalue equation is $\psi^\dagger Q=\bar c\,\psi^\dagger$, so for every matrix $Y$

$$\langle\psi,QY\psi\rangle=\bar c\,\langle\psi,Y\psi\rangle,\qquad
\langle\psi,YQ\psi\rangle=c\,\langle\psi,Y\psi\rangle .$$

Taking $Y=1$ gives $\bar c\,\langle\psi,\psi\rangle=c\,\langle\psi,\psi\rangle$, hence $\bar c=c$. Taking $Y=X$ and subtracting,

$$w\,\langle\psi,X\psi\rangle=\langle\psi,[Q,X]\psi\rangle=(\bar c-c)\langle\psi,X\psi\rangle=0,$$

and division by $w$ finishes the argument. The two displayed rules are `left` and `right` in the proof, and `hc` is the reality of the eigenvalue. The statement therefore accepts a complex `c` without assuming that it is real.

```lean
/-- Selection rule: if `ψ` is an eigenvector of a Hermitian `Q` and `[Q, X] = w X` with `w ≠ 0`,
then `⟨ψ, X ψ⟩ = 0`. -/
theorem expectation_eq_zero {Q X : Matrix n n ℂ} {ψ : n → ℂ} {c w : ℂ} (hQ : Qᴴ = Q)
    (hψ : Q *ᵥ ψ = c • ψ) (hX : Q * X - X * Q = w • X) (hw : w ≠ 0) :
    star ψ ⬝ᵥ X *ᵥ ψ = 0 := by
  by_cases h0 : ψ = 0
  · simp [h0]
  have hl : star ψ ᵥ* Q = star c • star ψ := by
    have e := star_mulVec Q ψ
    rw [hQ, hψ, star_smul] at e
    exact e.symm
  -- `Q` may act to the left or to the right
  have left : ∀ Y : Matrix n n ℂ,
      star ψ ⬝ᵥ (Q * Y) *ᵥ ψ = star c * (star ψ ⬝ᵥ Y *ᵥ ψ) := by
    intro Y
    rw [← mulVec_mulVec, dotProduct_mulVec, hl, smul_dotProduct, smul_eq_mul]
  have right : ∀ Y : Matrix n n ℂ,
      star ψ ⬝ᵥ (Y * Q) *ᵥ ψ = c * (star ψ ⬝ᵥ Y *ᵥ ψ) := by
    intro Y
    rw [← mulVec_mulVec, hψ, mulVec_smul, dotProduct_smul, smul_eq_mul]
  -- the eigenvalue is real
  have hN : star ψ ⬝ᵥ (1 : Matrix n n ℂ) *ᵥ ψ ≠ 0 := by
    rw [one_mulVec]
    exact fun e => h0 (dotProduct_star_self_eq_zero.mp e)
  have hc : star c = c := by
    apply mul_right_cancel₀ hN
    rw [← left 1, ← right 1, mul_one, one_mul]
  have e := congrArg (fun Y => star ψ ⬝ᵥ Y *ᵥ ψ) hX
  simp only [sub_mulVec, dotProduct_sub, smul_mulVec, dotProduct_smul, left, right, hc,
    sub_self, smul_eq_mul] at e
  exact (mul_eq_zero.mp e.symm).resolve_left hw
```

## Pairs of different charge do not couple

With $w=q_i+q_j-(q_k+q_l)$ the last two results combine to

$$Q\psi=c\psi,\quad q_i+q_j\neq q_k+q_l\quad\Longrightarrow\quad D_{ij,kl}=0 .$$

The hypothesis `hψ` is the eigenvalue equation. No Hamiltonian appears. If a Hamiltonian commutes with $Q$, its eigenvectors can be chosen to satisfy `hψ`, but an arbitrary vector from a degenerate level may mix charges. The charges are compared as real numbers, so a quantity conserved only modulo some period, such as crystal momentum, does not fit this form.

```lean
/-- For annihilation matrices obeying the anticommutation relations and an eigenvector `ψ` of the
charge, `D (i,j) (k,l)` vanishes unless the pairs `i,j` and `k,l` carry the same charge. -/
theorem twoRDM_eq_zero {a : ι → Matrix n n ℂ} (h : IsCAR a) {q : ι → ℝ} {ψ : n → ℂ} {c : ℂ}
    (hψ : charge q a *ᵥ ψ = c • ψ) {i j k l : ι} (hq : q i + q j ≠ q k + q l) :
    twoRDM a ψ (i, j) (k, l) = 0 :=
  expectation_eq_zero (charge_hermitian q a) hψ (charge_comm_pair h q i j k l)
    (sub_ne_zero.mpr (by exact_mod_cast hq))
```

A small case shows both the rule and the role of the eigenvalue equation. Take four modes $0,1,2,3$ with charges $0,3,1,2$ and vacuum $|0\rangle$, and let

$$\psi=\tfrac35\,a_0^\dagger a_1^\dagger|0\rangle+\tfrac45\,a_2^\dagger a_3^\dagger|0\rangle .$$

Both terms have charge $3$. Since $a_3a_2\psi=\tfrac45|0\rangle$, the element between the two pairs is $D_{01,23}=\tfrac35\cdot\tfrac45=\tfrac{12}{25}$, which is allowed because $0+3=1+2$. The pair $(0,2)$ has charge $1$, and $D_{01,02}=0$. Replace the second term by $\tfrac45\,a_0^\dagger a_2^\dagger|0\rangle$, and the state mixes charges $3$ and $1$; then $D_{01,02}=\tfrac{12}{25}$, although the pair charges differ.

The same argument applies to the one-particle density matrix. From $[Q,a_i^\dagger a_k]=(q_i-q_k)\,a_i^\dagger a_k$ it follows that $\langle\psi,a_i^\dagger a_k\psi\rangle=0$ unless $q_i=q_k$, a relation derived here by hand and not stated in the Lean file.

## The blocks as a commutation relation

Let $P$ be the diagonal matrix with entries $P_{ij,ij}=q_i+q_j$. Then

$$(PD-DP)_{ij,kl}=(q_i+q_j-q_k-q_l)\,D_{ij,kl}.$$

Either the bracket is zero or $D_{ij,kl}$ is, so $PD=DP$. A matrix that commutes with a diagonal matrix has no elements between different diagonal values, and this is the block structure. The proof compares entries and splits into the same two cases.

```lean
/-- Block structure: for annihilation matrices obeying the anticommutation relations and an
eigenvector `ψ` of the charge, `D` commutes with the diagonal matrix of pair charges. -/
theorem twoRDM_commutes_pairCharge {a : ι → Matrix n n ℂ} (h : IsCAR a) {q : ι → ℝ}
    {ψ : n → ℂ} {c : ℂ} (hψ : charge q a *ᵥ ψ = c • ψ) :
    diagonal (fun p : ι × ι => ((q p.1 + q p.2 : ℝ) : ℂ)) * twoRDM a ψ
      = twoRDM a ψ * diagonal (fun p : ι × ι => ((q p.1 + q p.2 : ℝ) : ℂ)) := by
  ext ⟨i, j⟩ ⟨k, l⟩
  simp only [diagonal_mul, mul_diagonal]
  by_cases hq : q i + q j = q k + q l
  · rw [hq, mul_comm]
  · rw [twoRDM_eq_zero h hψ hq, mul_zero, zero_mul]
```

## Two up spins and a pair with a down spin

For $S_z$, the function `up` says which spin orbitals are spin up, and these carry charge $\tfrac12$; the others carry $-\tfrac12$. If $i$ and $j$ are up, their pair charge is $1$. If $k$ is down, the pair $k,l$ has charge $0$ or $-1$, depending on $l$, and the proof checks these two cases. When $l$ is the down spin, the general rule applies in the same way. A finer division into singlet and triplet pairs does not follow from this rule, since $S^2$ is not a sum of charges over occupied modes. It holds when the whole state is a singlet, but can fail for other eigenstates of $S^2$. In the doublet $a_{x\uparrow}^\dagger a_{x\downarrow}^\dagger a_{y\uparrow}^\dagger|0\rangle$, with two different spatial orbitals $x$ and $y$, the pair $(x\downarrow,y\uparrow)$ is occupied and $(x\uparrow,y\downarrow)$ is not, so the singlet and triplet combinations of these two pairs are coupled.

```lean
/-- For spin orbitals obeying the anticommutation relations and an eigenvector `ψ` of `S_z`,
`D (i,j) (k,l)` vanishes if `i` and `j` are spin up and `k` is spin down. -/
theorem twoRDM_spin_block {a : ι → Matrix n n ℂ} (h : IsCAR a) (up : ι → Bool) {ψ : n → ℂ}
    {c : ℂ} (hψ : charge (fun i => if up i then 1 / 2 else -1 / 2) a *ᵥ ψ = c • ψ)
    {i j k l : ι} (hi : up i = true) (hj : up j = true) (hk : up k = false) :
    twoRDM a ψ (i, j) (k, l) = 0 := by
  apply twoRDM_eq_zero h hψ
  cases hl : up l <;> norm_num [hi, hj, hk, hl]
```

## Two modes and a nonzero element

The Fock space of two modes provides a concrete instance. In the basis $|00\rangle,|10\rangle,|01\rangle,|11\rangle$ the matrices act as

$$a_0|10\rangle=|00\rangle,\quad a_0|11\rangle=|01\rangle,\quad a_1|01\rangle=|00\rangle,\quad a_1|11\rangle=-|10\rangle,$$

and give zero on the remaining basis states. The minus sign makes $a_0$ and $a_1$ anticommute.

```lean
/-- Annihilation matrices of two fermionic modes in the basis `|00⟩, |10⟩, |01⟩, |11⟩`. -/
def twoModes : Fin 2 → Matrix (Fin 4) (Fin 4) ℂ :=
  ![!![0, 1, 0, 0; 0, 0, 0, 0; 0, 0, 0, 1; 0, 0, 0, 0],
    !![0, 0, 1, 0; 0, 0, 0, -1; 0, 0, 0, 0; 0, 0, 0, 0]]
```

The doubly occupied state is normalised and has charge $q_0+q_1$. Because $a_1a_0|11\rangle=a_1|01\rangle=|00\rangle$,

$$D_{01,01}=\|a_1a_0|11\rangle\|^2=1 .$$

The assumptions of the selection rule are thus met by a state whose density matrix is not zero. Lean verifies the anticommutation relations and the eigenvalue equation entry by entry, and evaluates the density matrix element directly.

```lean
/-- The two-mode matrices obey the anticommutation relations, the doubly occupied state has
charge `q 0 + q 1`, and its element `D (0,1) (0,1)` equals one. -/
theorem twoModes_witness (q : Fin 2 → ℝ) :
    IsCAR twoModes ∧
    charge q twoModes *ᵥ ![0, 0, 0, 1] = ((q 0 + q 1 : ℝ) : ℂ) • ![0, 0, 0, 1] ∧
    twoRDM twoModes ![0, 0, 0, 1] (0, 1) (0, 1) = 1 := by
  refine ⟨⟨?_, ?_⟩, ?_, ?_⟩
  · intro i j
    ext r s
    fin_cases i <;> fin_cases j <;> fin_cases r <;> fin_cases s <;>
      simp [twoModes]
  · intro i j
    ext r s
    -- write the products entrywise before the case split
    simp only [Matrix.add_apply, Matrix.mul_apply, Matrix.conjTranspose_apply,
      Fin.sum_univ_four]
    fin_cases i <;> fin_cases j <;> fin_cases r <;> fin_cases s <;>
      simp [twoModes]
  · ext r
    fin_cases r <;>
      simp [charge, twoModes, Matrix.mulVec, dotProduct, Matrix.mul_apply, Fin.sum_univ_four,
        Fin.sum_univ_two]
  · simp [twoRDM, twoModes, Matrix.mulVec, dotProduct, Matrix.mul_apply, Fin.sum_univ_four]

end

end PairDensityChargeBlocks
```

```lean
#print axioms PairDensityChargeBlocks.twoRDM_commutes_pairCharge
#print axioms PairDensityChargeBlocks.twoRDM_spin_block
```

```
'PairDensityChargeBlocks.twoRDM_commutes_pairCharge' depends on axioms: [propext, Classical.choice, Quot.sound]
'PairDensityChargeBlocks.twoRDM_spin_block' depends on axioms: [propext, Classical.choice, Quot.sound]
```
